# The squared spin moment of a single orbital is idempotent

For one orbital with two spin states, `moment_sq` concerns the difference of the two number operators, n_u − n_d, which is the spin moment without any factor of ½ or magneton. It states that (n_u − n_d)² = n_u + n_d − 2 n_u n_d, and that this square is idempotent; in physical terms, it is 1 when the orbital is singly occupied and 0 when it is empty or doubly occupied. The annihilation operators are elements of a ring with an adjoint operation, assumed only to obey the canonical anticommutation relations, and no Hamiltonian enters. The proof gets the formula from the idempotence and commutation of the number operators, then shows that the moment equals its own cube. For idempotence it regroups the product of two squares as the cube times the moment, and replaces the cube by the moment.

As first written in Lean, the proof fails:

```lean
import Mathlib

open Matrix

namespace LocalOrbitalSpin

noncomputable section

variable {A : Type*} [Ring A] [StarRing A]

/-- The canonical anticommutation relations for the annihilation operators `u` and `d`
of the two spin states of one orbital; `star` is the adjoint. -/
structure IsCARPair (u d : A) : Prop where
  uu : u * u = 0
  dd : d * d = 0
  u_star : u * star u + star u * u = 1
  d_star : d * star d + star d * d = 1
  ud : u * d + d * u = 0
  ud_star : u * star d + star d * u = 0

/-- The number operator `a† a` of a mode. -/
def num (a : A) : A := star a * a

/-- The anticommutation relations are unchanged when the two spin labels are exchanged. -/
theorem IsCARPair.swap {u d : A} (h : IsCARPair u d) : IsCARPair d u where
  uu := h.dd
  dd := h.uu
  u_star := h.d_star
  d_star := h.u_star
  ud := by rw [add_comm]; exact h.ud
  ud_star := by
    have := congrArg star h.ud_star
    simpa only [star_add, star_mul, star_star, star_zero] using this

/-- The number operator of a mode is idempotent, and the two number operators commute. -/
theorem number_algebra {u d : A} (h : IsCARPair u d) :
    num u * num u = num u ∧ num u * num d = num d * num u := by
  have h1 := h.swap.ud_star
  have h2 : star d * star u + star u * star d = 0 := by
    have := congrArg star h.ud
    simpa only [star_add, star_mul, star_zero] using this
  unfold num
  constructor
  · linear_combination (norm := noncomm_ring)
      star u * h.u_star * u - star u * star u * h.uu
  · -- move the pair `d† d` through `u† u`, one operator at a time
    linear_combination (norm := noncomm_ring)
      star u * h.ud_star * d - star u * star d * h.ud + h2 * (d * u) - star d * h1 * u

/-- The squared moment `(n_u - n_d)²` equals `n_u + n_d - 2 n_u n_d` and is idempotent. -/
theorem moment_sq {u d : A} (h : IsCARPair u d) :
    (num u - num d) ^ 2 = num u + num d - 2 * (num u * num d) ∧
      (num u - num d) ^ 2 * (num u - num d) ^ 2 = (num u - num d) ^ 2 := by
  obtain ⟨hu, hc⟩ := number_algebra h
  have hd := (number_algebra h.swap).1
  have e1 : num u * num d * num u = num u * num d := by
    linear_combination (norm := noncomm_ring) hu * num d - num u * hc
  have e2 : num u * num d * num d = num u * num d := by
    rw [mul_assoc, hd]
  have e0 : (num u - num d) ^ 2 = num u + num d - 2 * (num u * num d) := by
    linear_combination (norm := noncomm_ring) hu + hd + hc
  -- the moment takes the values -1, 0, 1, so its cube is itself
  have cube : (num u - num d) ^ 2 * (num u - num d) = num u - num d := by
    rw [e0]
    linear_combination (norm := noncomm_ring) hu - hd - hc - 2 * e1 + 2 * e2
  refine ⟨e0, ?_⟩
  calc (num u - num d) ^ 2 * (num u - num d) ^ 2
      = ((num u - num d) ^ 2 * (num u - num d)) * (num u - num d) := by
        rw [mul_assoc, ← sq]
    _ = (num u - num d) ^ 2 := by rw [cube, ← sq]

end

end LocalOrbitalSpin
```

The error:

```
Main.lean:68:69: error: unsolved goals
A : Type u_1
inst✝¹ : Ring A
inst✝ : StarRing A
u d : A
h : IsCARPair u d
hu : num u * num u = num u
hc : num u * num d = num d * num u
hd : num d * num d = num d
e1 : num u * num d * num u = num u * num d
e2 : num u * num d * num d = num u * num d
e0 : (num u - num d) ^ 2 = num u + num d - 2 * (num u * num d)
cube : (num u - num d) ^ 2 * (num u - num d) = num u - num d
⊢ ((num u - num d) ^ 2) ^ 2 = (num u - num d) ^ 2 * ((num u - num d) * (num u - num d))
```

Cause. The one error is in the regrouping step of the `calc` block. Write m for `num u - num d`; the goal there is `m ^ 2 * m ^ 2 = (m ^ 2 * m) * m`. The rewrite by `mul_assoc` turns the right side into `m ^ 2 * (m * m)`, as intended. Next, `← sq` without an argument looks for any product of a term with itself, and the first it finds is the whole left side, `m ^ 2 * m ^ 2`. That becomes `(m ^ 2) ^ 2`, while the `m * m` on the right is left alone. The two sides no longer match as written, so the closing `rfl` that `rw` tries does not finish the goal, and Lean reports it as unsolved.

Writing `← sq (num u - num d)` fixes the term to be squared. Only `m * m` now fits, both sides become `m ^ 2 * m ^ 2`, and `rw` closes the goal. The other change rewords a comment and has no bearing on the error.

After these edits no error is left:

```diff
@@ -60,5 +60,5 @@
   have e0 : (num u - num d) ^ 2 = num u + num d - 2 * (num u * num d) := by
     linear_combination (norm := noncomm_ring) hu + hd + hc
-  -- the moment takes the values -1, 0, 1, so its cube is itself
+  -- the moment equals its own cube, by the product rules for the number operators
   have cube : (num u - num d) ^ 2 * (num u - num d) = num u - num d := by
     rw [e0]
@@ -67,5 +67,5 @@
   calc (num u - num d) ^ 2 * (num u - num d) ^ 2
       = ((num u - num d) ^ 2 * (num u - num d)) * (num u - num d) := by
-        rw [mul_assoc, ← sq]
+        rw [mul_assoc, ← sq (num u - num d)]
     _ = (num u - num d) ^ 2 := by rw [cube, ← sq]
 
```
